# Quadratic energy of point charges in a periodic cell with a fourfold axis

Two charges \(+Q\) and \(-Q\) a distance \(\ell\) apart, interacting through a pair potential \(x^{\mathsf T}Ax\) with a constant matrix \(A\), have energy \(-Q^2\ell^2A_{xx}\) when the pair lies along x and \(-Q^2\ell^2A_{zz}\) when it lies along z. If \(A\) has a fourfold axis along z and a fixed trace, the difference \(A_{xx}-A_{zz}\) is the only freedom left in the quadratic energy of any finite set of charges.

```lean
import Mathlib

open Matrix

namespace MakovPayneTetragonal

noncomputable section

variable {ι : Type*} [Fintype ι]

/-- The total charge of a finite set of point charges. -/
def totalCharge (q : ι → ℝ) : ℝ := ∑ i, q i

/-- The dipole moment of the charges `q i` at the positions `r i`. -/
def dipole (q : ι → ℝ) (r : ι → Fin 3 → ℝ) : Fin 3 → ℝ := fun a => ∑ i, q i * r i a

/-- The spherical second moment, the sum of `q i` times the squared distance from the origin. -/
def secondMoment (q : ι → ℝ) (r : ι → Fin 3 → ℝ) : ℝ := ∑ i, q i * (r i ⬝ᵥ r i)

/-- The zz component of the traceless quadrupole, the sum of `q (3 z² - r²)`. -/
def quadrupoleZZ (q : ι → ℝ) (r : ι → Fin 3 → ℝ) : ℝ :=
  ∑ i, q i * (3 * r i 2 ^ 2 - r i ⬝ᵥ r i)

/-- The interaction energy of the charges through the pair potential `xᵀ A x`,
with a factor one half for double counting. -/
def pairEnergy (A : Matrix (Fin 3) (Fin 3) ℝ) (q : ι → ℝ) (r : ι → Fin 3 → ℝ) : ℝ :=
  (1 / 2) * ∑ i, ∑ j, q i * q j * ((r i - r j) ⬝ᵥ A *ᵥ (r i - r j))

/-- The rotation by a quarter turn about the z axis. -/
def fourfoldZ : Matrix (Fin 3) (Fin 3) ℝ := !![0, -1, 0; 1, 0, 0; 0, 0, 1]

/-- The rotation by a quarter turn about the x axis. -/
def fourfoldX : Matrix (Fin 3) (Fin 3) ℝ := !![1, 0, 0; 0, 0, -1; 0, 1, 0]

/-- The anisotropy `t`, one third of the difference between the xx and zz components. -/
def anisotropy (A : Matrix (Fin 3) (Fin 3) ℝ) : ℝ := (A 0 0 - A 2 2) / 3

/-- The tensor `(2π/3V) I + t diag(1, 1, -2)`. -/
def tetragonalTensor (V t : ℝ) : Matrix (Fin 3) (Fin 3) ℝ :=
  (2 * Real.pi / (3 * V)) • (1 : Matrix (Fin 3) (Fin 3) ℝ) + t • Matrix.diagonal ![1, 1, -2]

/-- The quadratic form of the dipole moment is the double sum of the bilinear form
over all pairs of charges. -/
theorem dipole_form_eq_sum (A : Matrix (Fin 3) (Fin 3) ℝ) (q : ι → ℝ) (r : ι → Fin 3 → ℝ) :
    dipole q r ⬝ᵥ A *ᵥ dipole q r = ∑ i, ∑ j, q i * q j * (r i ⬝ᵥ A *ᵥ r j) := by
  have left : ∀ v : Fin 3 → ℝ, dipole q r ⬝ᵥ v = ∑ i, q i * (r i ⬝ᵥ v) := by
    intro v
    simp only [dotProduct, dipole, Finset.sum_mul, Finset.mul_sum]
    rw [Finset.sum_comm]
    exact Finset.sum_congr rfl fun i _ => Finset.sum_congr rfl fun a _ => by ring
  have inner_sum : ∀ a, (A *ᵥ dipole q r) a = ∑ j, q j * (A *ᵥ r j) a := by
    intro a
    simp only [Matrix.mulVec, dotProduct, dipole, Finset.mul_sum]
    rw [Finset.sum_comm]
    exact Finset.sum_congr rfl fun j _ => Finset.sum_congr rfl fun b _ => by ring
  have right : ∀ u : Fin 3 → ℝ, u ⬝ᵥ A *ᵥ dipole q r = ∑ j, q j * (u ⬝ᵥ A *ᵥ r j) := by
    intro u
    simp only [dotProduct, inner_sum, Finset.mul_sum]
    rw [Finset.sum_comm]
    exact Finset.sum_congr rfl fun j _ => Finset.sum_congr rfl fun a _ => by ring
  rw [left]
  refine Finset.sum_congr rfl fun i _ => ?_
  rw [right, Finset.mul_sum]
  exact Finset.sum_congr rfl fun j _ => by ring

/-- For any tensor `A`, the pair energy is the total charge times the sum of `q rᵀ A r`,
minus the quadratic form of the dipole moment. -/
theorem pairEnergy_eq_moments (A : Matrix (Fin 3) (Fin 3) ℝ) (q : ι → ℝ)
    (r : ι → Fin 3 → ℝ) :
    pairEnergy A q r = totalCharge q * ∑ i, q i * (r i ⬝ᵥ A *ᵥ r i)
      - dipole q r ⬝ᵥ A *ᵥ dipole q r := by
  -- expand the form of each separation into two self terms and two cross terms
  have expand : ∀ i j, q i * q j * ((r i - r j) ⬝ᵥ A *ᵥ (r i - r j)) =
      q j * (q i * (r i ⬝ᵥ A *ᵥ r i)) + q i * (q j * (r j ⬝ᵥ A *ᵥ r j))
        - q i * q j * (r i ⬝ᵥ A *ᵥ r j) - q j * q i * (r j ⬝ᵥ A *ᵥ r i) := by
    intro i j
    simp only [Matrix.mulVec_sub, dotProduct_sub, sub_dotProduct]
    ring
  have self₂ : ∑ i, ∑ j, q i * (q j * (r j ⬝ᵥ A *ᵥ r j)) =
      totalCharge q * ∑ i, q i * (r i ⬝ᵥ A *ᵥ r i) := by
    rw [totalCharge, Finset.sum_mul_sum]
  have self₁ : ∑ i, ∑ j, q j * (q i * (r i ⬝ᵥ A *ᵥ r i)) =
      totalCharge q * ∑ i, q i * (r i ⬝ᵥ A *ᵥ r i) := by
    rw [Finset.sum_comm]
    exact self₂
  have cross₁ := dipole_form_eq_sum A q r
  have cross₂ : ∑ i, ∑ j, q j * q i * (r j ⬝ᵥ A *ᵥ r i) =
      dipole q r ⬝ᵥ A *ᵥ dipole q r := by
    rw [Finset.sum_comm]
    exact cross₁.symm
  unfold pairEnergy
  simp only [expand, Finset.sum_sub_distrib, Finset.sum_add_distrib]
  rw [self₁, self₂, cross₂, ← cross₁]
  ring

/-- If `A` commutes with the quarter turn about z, its quadratic form is
`A_xx (x² + y²) + A_zz z²`. -/
theorem fourfold_quadratic (A : Matrix (Fin 3) (Fin 3) ℝ)
    (hC : A * fourfoldZ = fourfoldZ * A) (v : Fin 3 → ℝ) :
    v ⬝ᵥ A *ᵥ v = A 0 0 * (v 0 ^ 2 + v 1 ^ 2) + A 2 2 * v 2 ^ 2 := by
  have h00 := congrFun (congrFun hC 0) 0
  have h01 := congrFun (congrFun hC 0) 1
  have h02 := congrFun (congrFun hC 0) 2
  have h12 := congrFun (congrFun hC 1) 2
  have h20 := congrFun (congrFun hC 2) 0
  have h21 := congrFun (congrFun hC 2) 1
  simp [fourfoldZ, Matrix.mul_apply, Fin.sum_univ_three] at h00 h01 h02 h12 h20 h21
  have e11 : A 1 1 = A 0 0 := by linarith
  have e01 : A 0 1 = -A 1 0 := by linarith
  have e02 : A 0 2 = 0 := by linarith
  have e12 : A 1 2 = 0 := by linarith
  have e20 : A 2 0 = 0 := by linarith
  have e21 : A 2 1 = 0 := by linarith
  simp only [dotProduct, Matrix.mulVec, Fin.sum_univ_three]
  rw [e11, e01, e02, e12, e20, e21]
  ring

/-- If `A` has trace `2π/V` and commutes with the quarter turn about z, the pair energy is the sum
of an isotropic part with prefactor `2π/3V`, and an anisotropic part `-t q Θ_zz - t (p_x² + p_y² - 2
p_z²)`. -/
theorem tetragonal_energy (A : Matrix (Fin 3) (Fin 3) ℝ) (V : ℝ)
    (hT : V * A.trace = 2 * Real.pi) (hC : A * fourfoldZ = fourfoldZ * A)
    (q : ι → ℝ) (r : ι → Fin 3 → ℝ) :
    pairEnergy A q r =
      2 * Real.pi / (3 * V) * (totalCharge q * secondMoment q r - dipole q r ⬝ᵥ dipole q r)
      + (-anisotropy A * totalCharge q * quadrupoleZZ q r
        - anisotropy A * (dipole q r 0 ^ 2 + dipole q r 1 ^ 2 - 2 * dipole q r 2 ^ 2)) := by
  have hV : V ≠ 0 := by
    intro h0
    rw [h0, zero_mul] at hT
    linarith [Real.pi_pos]
  have e11 : A 1 1 = A 0 0 := by
    have h := congrFun (congrFun hC 0) 1
    simp [fourfoldZ, Matrix.mul_apply, Fin.sum_univ_three] at h
    linarith
  -- the trace condition fixes the isotropic part
  have hc : 2 * Real.pi / (3 * V) = (2 * A 0 0 + A 2 2) / 3 := by
    rw [Matrix.trace_fin_three] at hT
    rw [div_eq_div_iff (mul_ne_zero three_ne_zero hV) three_ne_zero]
    linear_combination (-3) * hT + 3 * V * e11
  have hS : ∑ i, q i * (r i ⬝ᵥ A *ᵥ r i) =
      (2 * A 0 0 + A 2 2) / 3 * secondMoment q r - anisotropy A * quadrupoleZZ q r := by
    simp only [fourfold_quadratic A hC]
    simp only [secondMoment, quadrupoleZZ, anisotropy, dotProduct, Fin.sum_univ_three,
      Finset.mul_sum]
    rw [← Finset.sum_sub_distrib]
    exact Finset.sum_congr rfl fun i _ => by ring
  rw [hc, pairEnergy_eq_moments, fourfold_quadratic A hC (dipole q r), hS]
  simp only [dotProduct, Fin.sum_univ_three, anisotropy]
  ring

/-- If `A` has trace `2π/V` and commutes with the quarter turns about z and x, the pair energy is
`(2π/3V) (q Σ qᵢ rᵢ² - |p|²)`. -/
theorem cubic_energy (A : Matrix (Fin 3) (Fin 3) ℝ) (V : ℝ)
    (hT : V * A.trace = 2 * Real.pi) (hC : A * fourfoldZ = fourfoldZ * A)
    (hX : A * fourfoldX = fourfoldX * A) (q : ι → ℝ) (r : ι → Fin 3 → ℝ) :
    pairEnergy A q r =
      2 * Real.pi / (3 * V) *
        (totalCharge q * secondMoment q r - dipole q r ⬝ᵥ dipole q r) := by
  have h1 := congrFun (congrFun hC 0) 1
  have h2 := congrFun (congrFun hX 1) 2
  simp [fourfoldZ, Matrix.mul_apply, Fin.sum_univ_three] at h1
  simp [fourfoldX, Matrix.mul_apply, Fin.sum_univ_three] at h2
  have ht : anisotropy A = 0 := by
    unfold anisotropy
    linarith
  rw [tetragonal_energy A V hT hC, ht]
  ring

/-- For a neutral set of charges, turning a dipole of size `d` from the x axis to the z axis
changes the quadratic energy by `3 t d²`. -/
theorem dipole_reorientation_energy (A : Matrix (Fin 3) (Fin 3) ℝ) (q : ι → ℝ)
    (r r' : ι → Fin 3 → ℝ) (d : ℝ) (hq : totalCharge q = 0)
    (hx : dipole q r = ![d, 0, 0]) (hz : dipole q r' = ![0, 0, d]) :
    pairEnergy A q r' - pairEnergy A q r = 3 * anisotropy A * d ^ 2 := by
  rw [pairEnergy_eq_moments, pairEnergy_eq_moments, hq, hx, hz]
  simp [dotProduct, Matrix.mulVec, Fin.sum_univ_three, anisotropy]
  ring

/-- For every nonzero `V` and every `t`, the tensor `(2π/3V) I + t diag(1, 1, -2)` satisfies the
trace condition, commutes with the quarter turn about z and has anisotropy `t`. -/
theorem tetragonal_energy_witness (V t : ℝ) (hV : V ≠ 0) :
    V * (tetragonalTensor V t).trace = 2 * Real.pi ∧
    tetragonalTensor V t * fourfoldZ = fourfoldZ * tetragonalTensor V t ∧
    anisotropy (tetragonalTensor V t) = t := by
  refine ⟨?_, ?_, ?_⟩
  · have h : V * (2 * Real.pi / (3 * V)) * 3 = 2 * Real.pi := by field_simp
    have htr : (tetragonalTensor V t).trace = 3 * (2 * Real.pi / (3 * V)) := by
      unfold tetragonalTensor
      generalize 2 * Real.pi / (3 * V) = c
      rw [Matrix.trace_fin_three]
      simp
      ring
    rw [htr]
    linear_combination h
  · unfold tetragonalTensor
    generalize 2 * Real.pi / (3 * V) = c
    ext i j
    fin_cases i <;> fin_cases j <;>
      simp [fourfoldZ, Matrix.mul_apply, Fin.sum_univ_three, Matrix.one_apply,
        Matrix.diagonal_apply]
  · unfold anisotropy tetragonalTensor
    generalize 2 * Real.pi / (3 * V) = c
    simp
    ring

end

end MakovPayneTetragonal
```

```lean
#print axioms MakovPayneTetragonal.cubic_energy
#print axioms MakovPayneTetragonal.dipole_reorientation_energy
```

```
'MakovPayneTetragonal.cubic_energy' depends on axioms: [propext, Classical.choice, Quot.sound]
'MakovPayneTetragonal.dipole_reorientation_energy' depends on axioms: [propext, Classical.choice, Quot.sound]
```

## The energy in terms of moments

Charges \(q_i\) sit at positions \(r_i=(x_i,y_i,z_i)\), and \(r_{ij}=r_i-r_j\). Write

\[
q=\sum_i q_i,\qquad p=\sum_i q_i r_i,\qquad \Theta_{zz}=\sum_i q_i(3z_i^2-|r_i|^2),\qquad t=\frac{A_{xx}-A_{zz}}{3}.
\]

In Lean these are `totalCharge`, `dipole`, `quadrupoleZZ` and `anisotropy`; `secondMoment` is \(\sum_i q_i|r_i|^2\). The indices 0, 1, 2 stand for x, y, z. The quadrupole carries no factor \(1/2\), which some definitions include.

The theorem `tetragonal_energy` assumes that \(V\,\mathrm{tr}A=2\pi\) (`hT`) and that \(A\) commutes with the quarter turn about z (`hC`). It concludes that

\[
\frac12\sum_{i,j}q_iq_j\,r_{ij}^{\mathsf T}Ar_{ij}
=\frac{2\pi}{3V}\Big(q\sum_i q_i|r_i|^2-|p|^2\Big)-t\,q\,\Theta_{zz}-t\,(p_x^2+p_y^2-2p_z^2).
\]

Symmetry of \(A\) is not required, because an antisymmetric part contributes nothing to \(x^{\mathsf T}Ax\). The trace condition already excludes \(V=0\).

## Where the trace comes from

In Gaussian units, the potential of a unit point charge repeated periodically with a uniform neutralising background obeys \(\nabla^2\psi=-4\pi(\delta-1/V)\) inside one cell of volume \(V\). Once \(1/r\) is removed, the remainder has Laplacian \(4\pi/V\). Its quadratic term \(x^{\mathsf T}Ax\) has Laplacian \(2\,\mathrm{tr}A\), so \(\mathrm{tr}A=2\pi/V\). The background thus fixes the trace, while the shape of the cell, at a given volume, fixes \(t\).

The file takes the trace condition as a hypothesis and does not construct the lattice potential. It treats the quadratic term of the Makov–Payne expansion for fixed point charges; the Madelung term, the higher orders and the electronic response to the images do not enter. For a charged or polar molecule in vacuum, modelled by such charges in a tetragonal supercell, the terms in \(t\) are the anisotropic part of the finite-size error at quadratic order. For a defect in a solid, the host also screens the interaction, which is not included here. The omitted Madelung term also depends on the cell shape.

## From pairs to moments

Expand the quadratic form of a separation:

\[
r_{ij}^{\mathsf T}Ar_{ij}=r_i^{\mathsf T}Ar_i+r_j^{\mathsf T}Ar_j-r_i^{\mathsf T}Ar_j-r_j^{\mathsf T}Ar_i .
\]

Multiply by \(q_iq_j\) and sum. Each of the first two terms gives \(q\sum_i q_i r_i^{\mathsf T}Ar_i\), and each of the last two gives \(-p^{\mathsf T}Ap\). Half the total is

\[
q\sum_i q_i\,r_i^{\mathsf T}Ar_i-p^{\mathsf T}Ap .
\]

This is `pairEnergy_eq_moments`, valid for every \(A\). Its step `expand` is the four-term identity, `self₁` and `self₂` sum the first two terms, and `cross₁` and `cross₂` sum the others. The cross sums rest on `dipole_form_eq_sum`, which writes \(p^{\mathsf T}Ap\) as a double sum by linearity in each argument.

## What the fourfold axis leaves

Comparing the entries of \(AC\) and \(CA\), with \(C\) the quarter turn `fourfoldZ`, gives

\[
A_{yy}=A_{xx},\quad A_{xy}=-A_{yx},\quad A_{xz}=-A_{yz},\quad A_{yz}=A_{xz},\quad A_{zy}=A_{zx},\quad A_{zx}=-A_{zy}.
\]

The last four relations make all the entries that couple z to x or y vanish, and the xy and yx entries cancel in the quadratic form. Hence

\[
v^{\mathsf T}Av=A_{xx}(v_x^2+v_y^2)+A_{zz}v_z^2 ,
\]

which is `fourfold_quadratic`. Lean reads off the same six entries with `congrFun` and solves them with `linarith`.

The trace condition becomes \(2A_{xx}+A_{zz}=2\pi/V\), so \(A_{xx}=2\pi/(3V)+t\) and \(A_{zz}=2\pi/(3V)-2t\). Therefore

\[
v^{\mathsf T}Av=\frac{2\pi}{3V}|v|^2+t\,(v_x^2+v_y^2-2v_z^2).
\]

If \(A\) is also symmetric, it is exactly \(\frac{2\pi}{3V}I+t\,\mathrm{diag}(1,1,-2)\). For a position, \(x^2+y^2-2z^2=|r|^2-3z^2\), so the charge-weighted sum of the last bracket is \(-\Theta_{zz}\). Inserting this and \(v=p\) into the moment formula gives the theorem. In its proof, `hc` is the trace step, `hS` is the sum over positions, and `ring` collects the terms.

## Cubic cells, turned dipoles and existence

A second fourfold axis, along x, gives \(A_{yy}=A_{zz}\). Then \(t=0\), and `cubic_energy` leaves only the isotropic term.

For \(q=0\) the moment formula reduces to \(-p^{\mathsf T}Ap\). Replacing a dipole \((d,0,0)\) by \((0,0,d)\) changes the energy by \((A_{xx}-A_{zz})d^2=3td^2\). This is `dipole_reorientation_energy`, which needs neither the trace condition nor the fourfold axis.

Finally, `tetragonal_energy_witness` checks that for every \(V\neq0\) and every real \(t\) the explicit tensor satisfies both hypotheses and has anisotropy \(t\). It does not say which \(t\) a given lattice has.

## A cell without the fourfold axis

Take \(A=\frac{2\pi}{3V}I+s\,\mathrm{diag}(1,-1,0)\) with \(s\neq0\). The trace condition holds, but \(A\) does not commute with the quarter turn, and \(t=s/3\). A neutral pair with unit dipole along y has energy \(-\frac{2\pi}{3V}+s\), whereas the tetragonal formula would give \(-\frac{2\pi}{3V}-\frac{s}{3}\). An orthorhombic cell generally needs a second anisotropy parameter.

## Use in a supercell calculation

A correction routine can obtain \(A\) as half the Hessian, at the origin, of the Ewald potential with \(1/r\) removed. The trace then tests the Ewald sum, and \(t\) follows from two diagonal entries. For \(q\neq0\) the dipole and the second moments must be taken about the same origin: they generally change when it is moved, while the energy depends only on separations. If \(t\neq0\), a neutral dipole, short enough for the higher orders to be negligible, placed along x and then along z tests the sign of the anisotropic dipole term through \(3td^2\). It does not test the term \(-t\,q\,\Theta_{zz}\), which vanishes for \(q=0\).
